# Averaging a symmetric tensor over orientations cannot increase the trace of its square

To simulate the high-field NMR spectrum of a molecule that jumps rapidly among a few orientations, one replaces the static interaction tensor by its population-weighted average before computing the line frequencies. This is right to first order in the interaction, where the frequencies are linear in the tensor. In Python with NumPy, the replacement and a check on it take two lines:

```
A = sum(w[k] * R[k] @ T @ R[k].T for k in range(len(w)))
assert np.trace(A @ A) <= np.trace(T @ T) + tol
```

Here T is the static tensor, assumed symmetric, R[k] the rotation matrix of orientation k, w[k] its population, and tol an allowance for rounding. A failure of the check points to faulty input, such as populations that do not sum to 1 or a matrix that is not orthogonal. A pass does not show that the orientations are right: transposing every R[k] by mistake also gives orthogonal matrices.

## The lost strength is a variance

Let T be a real symmetric N × N matrix, let the real matrices R_k satisfy R_kᵀ R_k = 1, and let the weights w_k be positive with sum 1. Write

B_k = R_k T R_kᵀ,  A = Σ_k w_k B_k.

The claim is that tr(A²) ≤ tr(T²), with equality exactly when all the B_k coincide.

Rotation preserves the trace, because the trace is cyclic:

tr(B_k) = tr(R_kᵀ R_k T) = tr(T).

It also preserves the trace of the square, since

B_k² = R_k T (R_kᵀ R_k) T R_kᵀ = R_k T² R_kᵀ.

Now expand the squared deviation of B_k from the average:

tr((B_k − A)²) = tr(T²) − 2 tr(B_k A) + tr(A²).

Multiply by w_k and sum. The weights sum to 1 and Σ_k w_k tr(B_k A) = tr(A²), so

Σ_k w_k tr((B_k − A)²) = tr(T²) − tr(A²).

For a symmetric matrix M with entries M_ij,

tr(M²) = Σ_ij M_ij M_ji = Σ_ij M_ij²,

which is nonnegative and vanishes only for M = 0. Each B_k − A is symmetric, so the variance is nonnegative and the inequality follows. If equality holds, every term of the variance is zero, and since w_k > 0, every B_k equals A. Conversely, if all the B_k equal one matrix B, then A = B and tr(A²) = tr(T²). This happens, for example, when an axially symmetric tensor jumps about its own symmetry axis.

## The isotropic part sets a floor

Averaging keeps the trace: tr(A) = Σ_k w_k tr(B_k) = tr(T). Put t = tr(T) and take N ≥ 1. Then

(N A − t 1)² = N² A² − 2 N t A + t² 1,

and taking the trace gives

tr((N A − t 1)²) = N² tr(A²) − 2 N t² + N t² = N (N tr(A²) − t²).

The left side is the trace of the square of a symmetric matrix. Hence t² ≤ N tr(A²), with equality exactly when N A = t 1, that is, when the average is isotropic.

Equally populated threefold jumps that permute the principal axes reach this floor. They turn diag(a, b, c) into itself, diag(c, a, b) and diag(b, c, a), whose mean is (a + b + c)/3 times the identity. The jump axis here is the body diagonal of the principal frame; a threefold jump about another axis generally leaves some anisotropy.

## An antisymmetric tensor violates the inequality

Symmetry of T is needed. Take

T = [0 1 0; −1 0 0; 0 0 0],  R_0 = 1,  R_1 = diag(1, −1, −1),

with weights 1/2 each. The half-turn R_1 changes T into −T, so A = 0 and tr(A²) = 0, while tr(T²) = −2. Positivity of the weights matters for the equality condition: an orientation of zero population leaves A unchanged, however different its rotated tensor is.

## Tensors, orientations and populations in Lean

The type `n` labels the Cartesian components, so the dimension N is `Fintype.card n`. The type `ι` labels the orientations. Both are finite.

```lean
import Mathlib

open Matrix

namespace RotationalAveraging

noncomputable section

variable {n ι : Type*} [Fintype n] [DecidableEq n] [Fintype ι]
```

The convention is R T Rᵀ, with R acting on the tensor.

```lean
/-- The interaction tensor `T` seen after the rotation `R`. -/
def rotated (R T : Matrix n n ℝ) : Matrix n n ℝ := R * T * Rᵀ
```

The average is a finite weighted sum. It represents the fast-motion limit of a first-order spectrum, in which exchange is much faster than the frequency differences between orientations; that limit is assumed in the definition, and no jump dynamics enters. Continuous orientational distributions are not covered.

```lean
/-- The average of the tensor `T` over orientations `R k` with populations `w k`. -/
def motionalAverage (w : ι → ℝ) (R : ι → Matrix n n ℝ) (T : Matrix n n ℝ) :
    Matrix n n ℝ := ∑ k, w k • rotated (R k) T
```

## Rotational invariants and the sum of squares

The hypothesis `hR` says that R is orthogonal. It admits improper rotations as well as proper ones. The proof moves Rᵀ to the front by cyclicity and cancels it against R.

```lean
/-- A rotation leaves the trace of a tensor unchanged. -/
theorem trace_rotated {R : Matrix n n ℝ} (hR : Rᵀ * R = 1) (T : Matrix n n ℝ) :
    trace (rotated R T) = trace T := by
  unfold rotated
  rw [Matrix.trace_mul_comm, ← Matrix.mul_assoc, hR, Matrix.one_mul]
```

For the square, the inner product Rᵀ R is cancelled first, which shows that the square of the rotated tensor is the rotated square. The previous theorem then applies.

```lean
/-- A rotation leaves the trace of the square of a tensor unchanged. -/
theorem trace_rotated_sq {R : Matrix n n ℝ} (hR : Rᵀ * R = 1) (T : Matrix n n ℝ) :
    trace (rotated R T * rotated R T) = trace (T * T) := by
  have h : rotated R T * rotated R T = rotated R (T * T) := by
    unfold rotated
    calc R * T * Rᵀ * (R * T * Rᵀ) = R * T * (Rᵀ * R) * T * Rᵀ := by noncomm_ring
      _ = R * (T * T) * Rᵀ := by rw [hR]; noncomm_ring
  rw [h, trace_rotated hR]
```

The next theorem is the sum-of-squares argument. The step `hs` uses symmetry to turn M_ij M_ji into M_ij². If the double sum vanishes, a sum of nonnegative terms is zero only if each term is; this is used once for the rows and once for the entries in a row.

```lean
/-- For a symmetric tensor the trace of the square is nonnegative, and it vanishes only
for the zero tensor. -/
theorem trace_sq_nonneg_and_eq_zero_iff {M : Matrix n n ℝ} (hM : M.IsSymm) :
    0 ≤ trace (M * M) ∧ (trace (M * M) = 0 ↔ M = 0) := by
  -- the trace of the square is the sum of all squared entries
  have hs : trace (M * M) = ∑ i, ∑ j, M i j ^ 2 := by
    simp only [Matrix.trace, Matrix.diag_apply, Matrix.mul_apply]
    refine Finset.sum_congr rfl fun i _ => Finset.sum_congr rfl fun j _ => ?_
    rw [hM.apply i j, sq]
  refine ⟨by rw [hs]; positivity, fun h => ?_, fun h => by simp [h]⟩
  rw [hs] at h
  ext i j
  have h1 := (Finset.sum_eq_zero_iff_of_nonneg
    (fun i _ => Finset.sum_nonneg fun j _ => sq_nonneg (M i j))).1 h i (Finset.mem_univ i)
  have h2 := (Finset.sum_eq_zero_iff_of_nonneg
    (fun j _ => sq_nonneg (M i j))).1 h1 j (Finset.mem_univ j)
  simpa using h2
```

To apply it to the deviations B_k − A, it is enough that both matrices are symmetric. The rotated tensor inherits symmetry from T, for any matrix R.

```lean
omit [DecidableEq n] in
/-- A rotated symmetric tensor is symmetric. -/
theorem rotated_isSymm (R : Matrix n n ℝ) {T : Matrix n n ℝ} (hT : T.IsSymm) :
    (rotated R T).IsSymm := by
  unfold Matrix.IsSymm rotated
  rw [Matrix.transpose_mul, Matrix.transpose_mul, Matrix.transpose_transpose, hT.eq,
    Matrix.mul_assoc]
```

The average inherits it term by term.

```lean
omit [DecidableEq n] in
/-- The average of a symmetric tensor over orientations is symmetric. -/
theorem motionalAverage_isSymm (w : ι → ℝ) (R : ι → Matrix n n ℝ) {T : Matrix n n ℝ}
    (hT : T.IsSymm) : (motionalAverage w R T).IsSymm := by
  unfold Matrix.IsSymm motionalAverage
  rw [Matrix.transpose_sum]
  exact Finset.sum_congr rfl fun k _ => by
    rw [Matrix.transpose_smul, (rotated_isSymm (R k) hT).eq]
```

## The variance identity and the main inequality

The identity needs only normalised weights and orthogonal matrices, neither symmetry of T nor positive weights. In the proof, `hk` expands the squared deviation, `hcross` evaluates the averaged cross term, and `aux` distributes the weighted sum over the three terms.

```lean
/-- The trace of the square of `T` minus that of its average equals the weighted sum of the traces
of the squared deviations of the rotated tensors from the average. -/
theorem averaging_loss_eq_variance {w : ι → ℝ} {R : ι → Matrix n n ℝ}
    (hw1 : ∑ k, w k = 1) (hR : ∀ k, (R k)ᵀ * R k = 1) (T : Matrix n n ℝ) :
    trace (T * T) - trace (motionalAverage w R T * motionalAverage w R T) =
      ∑ k, w k * trace ((rotated (R k) T - motionalAverage w R T) *
        (rotated (R k) T - motionalAverage w R T)) := by
  have hk : ∀ X A : Matrix n n ℝ, trace ((X - A) * (X - A)) =
      trace (X * X) - 2 * trace (X * A) + trace (A * A) := by
    intro X A
    have h : (X - A) * (X - A) = X * X - X * A - A * X + A * A := by noncomm_ring
    rw [h, Matrix.trace_add, Matrix.trace_sub, Matrix.trace_sub, Matrix.trace_mul_comm A X]
    ring
  -- the weighted sum of the traces against any `B` is the trace of the average times `B`
  have hcross : ∀ B : Matrix n n ℝ,
      ∑ k, w k * trace (rotated (R k) T * B) = trace (motionalAverage w R T * B) := by
    intro B
    unfold motionalAverage
    rw [Finset.sum_mul, Matrix.trace_sum]
    exact Finset.sum_congr rfl fun k _ => by
      rw [Matrix.smul_mul, Matrix.trace_smul, smul_eq_mul]
  have aux : ∀ (x : ι → ℝ) (t a : ℝ), ∑ k, w k * (t - 2 * x k + a) =
      (∑ k, w k) * t - 2 * ∑ k, w k * x k + (∑ k, w k) * a := by
    intro x t a
    rw [Finset.sum_mul, Finset.mul_sum, Finset.sum_mul, ← Finset.sum_sub_distrib,
      ← Finset.sum_add_distrib]
    exact Finset.sum_congr rfl fun k _ => by ring
  rw [Finset.sum_congr rfl fun k _ => by rw [hk, trace_rotated_sq (hR k)], aux, hcross, hw1]
  ring
```

The main theorem adds the hypotheses `hT`, that T is symmetric, and `hw`, that every listed orientation is populated. Its conclusion joins the inequality to the equality condition, which is stated as the agreement of every pair of rotated tensors. They must agree with one another, not necessarily with T.

In the proof, `hv` is the variance identity and `hnn` the nonnegativity of each of its terms. For the forward direction of the equivalence, `hz` shows that each rotated tensor equals the average, with the positive weight divided out. For the converse, `hA` shows that coinciding tensors equal their own average, so the variance is zero.

```lean
/-- Averaging a symmetric tensor over orientations never increases the trace of its square,
and preserves it exactly when all the rotated tensors coincide. -/
theorem trace_sq_motionalAverage_le {w : ι → ℝ} {R : ι → Matrix n n ℝ} {T : Matrix n n ℝ}
    (hT : T.IsSymm) (hw : ∀ k, 0 < w k) (hw1 : ∑ k, w k = 1)
    (hR : ∀ k, (R k)ᵀ * R k = 1) :
    trace (motionalAverage w R T * motionalAverage w R T) ≤ trace (T * T) ∧
    (trace (motionalAverage w R T * motionalAverage w R T) = trace (T * T) ↔
      ∀ k l, rotated (R k) T = rotated (R l) T) := by
  have hv := averaging_loss_eq_variance hw1 hR T
  have hs := fun k => trace_sq_nonneg_and_eq_zero_iff
    ((rotated_isSymm (R k) hT).sub (motionalAverage_isSymm w R hT))
  have hnn := fun k => mul_nonneg (hw k).le (hs k).1
  have hsum := Finset.sum_nonneg (s := Finset.univ) fun k _ => hnn k
  refine ⟨by linarith, fun h => ?_, fun h => ?_⟩
  · -- no loss: every deviation from the average vanishes
    rw [h, sub_self] at hv
    have hz : ∀ k, rotated (R k) T = motionalAverage w R T := fun k => by
      have h1 := (Finset.sum_eq_zero_iff_of_nonneg (fun k _ => hnn k)).1 hv.symm k
        (Finset.mem_univ k)
      exact sub_eq_zero.1 ((hs k).2.1 ((mul_eq_zero.1 h1).resolve_left (hw k).ne'))
    exact fun k l => (hz k).trans (hz l).symm
  · -- coinciding tensors equal their own average
    have hA : ∀ k, motionalAverage w R T = rotated (R k) T := fun k => by
      calc motionalAverage w R T = ∑ l, w l • rotated (R k) T :=
            Finset.sum_congr rfl fun l _ => by rw [h l k]
        _ = rotated (R k) T := by rw [← Finset.sum_smul, hw1, one_smul]
    rw [Finset.sum_eq_zero fun k _ => by rw [hA k]; simp] at hv
    linarith
```

For a simulation of rapid exchange among finitely many orientations, this means that motion can reduce or preserve the strength of a symmetric coupling tensor, as measured by the trace of its square, but never increase it.

## Trace conservation and the isotropic limit

The trace of the average follows from linearity and the invariance of each term.

```lean
/-- Averaging over orientations preserves the trace of the tensor. -/
theorem trace_motionalAverage {w : ι → ℝ} {R : ι → Matrix n n ℝ}
    (hw1 : ∑ k, w k = 1) (hR : ∀ k, (R k)ᵀ * R k = 1) (T : Matrix n n ℝ) :
    trace (motionalAverage w R T) = trace T := by
  unfold motionalAverage
  rw [Matrix.trace_sum]
  calc ∑ k, trace (w k • rotated (R k) T) = ∑ k, w k * trace T :=
        Finset.sum_congr rfl fun k _ => by
          rw [Matrix.trace_smul, trace_rotated (hR k), smul_eq_mul]
    _ = trace T := by rw [← Finset.sum_mul, hw1, one_mul]
```

The next theorem, on the isotropic floor, assumes at least one component, expressed by `Nonempty n`, so that the proof can divide by N; positive weights are not needed. It is written without division, as a comparison of (tr T)² with N tr(A²). The proof abbreviates the average, the trace and the dimension to `A`, `t` and `N`. The step `hexp` is the expansion of tr((N A − t 1)²) given above, and the sum-of-squares theorem supplies both the bound and its equality case.

```lean
/-- For a symmetric tensor `T` in `N = Fintype.card n` dimensions, the average `A` obeys `(tr T)² ≤
N tr(A²)`, with equality exactly when `N A` is `tr T` times the identity. -/
theorem isotropic_floor [Nonempty n] {w : ι → ℝ} {R : ι → Matrix n n ℝ}
    {T : Matrix n n ℝ} (hT : T.IsSymm) (hw1 : ∑ k, w k = 1)
    (hR : ∀ k, (R k)ᵀ * R k = 1) :
    trace T ^ 2 ≤ (Fintype.card n : ℝ) *
      trace (motionalAverage w R T * motionalAverage w R T) ∧
    (trace T ^ 2 = (Fintype.card n : ℝ) *
      trace (motionalAverage w R T * motionalAverage w R T) ↔
      (Fintype.card n : ℝ) • motionalAverage w R T = trace T • (1 : Matrix n n ℝ)) := by
  have htr := trace_motionalAverage hw1 hR T
  have hA := motionalAverage_isSymm w R hT
  have hN : (0 : ℝ) < Fintype.card n := by exact_mod_cast Fintype.card_pos
  generalize motionalAverage w R T = A at *
  generalize trace T = t at *
  generalize hc : (Fintype.card n : ℝ) = N at *
  have hD : (N • A - t • (1 : Matrix n n ℝ)).IsSymm := by
    unfold Matrix.IsSymm
    rw [Matrix.transpose_sub, Matrix.transpose_smul, Matrix.transpose_smul, hA.eq,
      Matrix.transpose_one]
  obtain ⟨h0, hz⟩ := trace_sq_nonneg_and_eq_zero_iff hD
  -- trace of the square of `N A - t 1`
  have hexp : trace ((N • A - t • (1 : Matrix n n ℝ)) * (N • A - t • (1 : Matrix n n ℝ))) =
      N * (N * trace (A * A) - t ^ 2) := by
    have h : (N • A - t • (1 : Matrix n n ℝ)) * (N • A - t • (1 : Matrix n n ℝ)) =
        (N ^ 2) • (A * A) - (2 * N * t) • A + (t ^ 2) • (1 : Matrix n n ℝ) := by
      simp only [sub_mul, mul_sub, smul_mul_assoc, mul_smul_comm, one_mul, mul_one]
      module
    rw [h, Matrix.trace_add, Matrix.trace_sub, Matrix.trace_smul, Matrix.trace_smul,
      Matrix.trace_smul, Matrix.trace_one, htr, hc]
    simp only [smul_eq_mul]
    ring
  rw [hexp] at h0 hz
  refine ⟨?_, fun h => ?_, fun h => ?_⟩
  · nlinarith
  · exact sub_eq_zero.1 (hz.1 (by linear_combination (-N) * h))
  · have h1 := (mul_eq_zero.1 (hz.2 (sub_eq_zero.2 h))).resolve_left hN.ne'
    linarith
```

The three jump matrices are the identity and the two cyclic permutations of the axes, labelled 0, 1 and 2.

```lean
/-- The three orientations that permute the Cartesian axes cyclically. -/
def threefoldJump : Fin 3 → Matrix (Fin 3) (Fin 3) ℝ :=
  ![!![1, 0, 0; 0, 1, 0; 0, 0, 1], !![0, 0, 1; 1, 0, 0; 0, 1, 0],
    !![0, 1, 0; 0, 0, 1; 1, 0, 0]]
```

The last theorem confirms that they are orthogonal and computes their average for arbitrary real principal values. Both parts are checked entry by entry.

```lean
/-- The threefold jump consists of orthogonal matrices, and with equal populations it
averages a tensor with principal values `a, b, c` along the axes to `(a + b + c) / 3` times
the identity. -/
theorem threefoldJump_witness (a b c : ℝ) :
    (∀ k, (threefoldJump k)ᵀ * threefoldJump k = 1) ∧
    motionalAverage (fun _ => 1 / 3) threefoldJump !![a, 0, 0; 0, b, 0; 0, 0, c] =
      ((a + b + c) / 3) • (1 : Matrix (Fin 3) (Fin 3) ℝ) := by
  constructor
  · intro k
    fin_cases k <;> ext i j <;> fin_cases i <;> fin_cases j <;>
      simp [threefoldJump, Matrix.mul_apply, Fin.sum_univ_three]
  · ext i j
    -- write out all entries before inserting the explicit matrices
    simp only [motionalAverage, rotated, Matrix.sum_apply, Matrix.smul_apply,
      Matrix.mul_apply, Matrix.transpose_apply, Fin.sum_univ_three]
    fin_cases i <;> fin_cases j <;> simp [threefoldJump] <;> ring

end

end RotationalAveraging
```

```lean
#print axioms RotationalAveraging.trace_sq_motionalAverage_le
#print axioms RotationalAveraging.isotropic_floor
```

```
'RotationalAveraging.trace_sq_motionalAverage_le' depends on axioms: [propext, Classical.choice, Quot.sound]
'RotationalAveraging.isotropic_floor' depends on axioms: [propext, Classical.choice, Quot.sound]
```
